# The derivative of the residual T(z, s)r in an energy-dependent eigenproblem, along a path of energies and vectors

In an eigenproblem T(z, s)r = 0 whose finite matrix T depends on the energy z and on a parameter s, the residual is the vector T(z, s)r, which vanishes at a solution. The theorem `hasDerivAt_residual` lets the energy and the vector vary with s, and states that the derivative of the residual at s₀ is (z′T_z + T_t)r + Tr′, where T_z and T_t are the partial derivatives of T in the energy and the parameter. It assumes that each entry of T is jointly differentiable at (z(s₀), s₀) and that z(s) and r(s) are differentiable at s₀; the vector need not be normalised, nor the residual be zero. The proof works one component at a time, with the chain rule for each matrix entry and then the product rule for each term of the matrix-vector product.

The failing Lean file:

```lean
import Mathlib

open Matrix Filter Topology

namespace EnergyDependentEigenproblem

variable {𝕜 n : Type*} [NontriviallyNormedField 𝕜] [Fintype n]

/-- The matrix `T(z, s)` is jointly Fréchet differentiable at `(z₀, s₀)`, entry by entry, with
partial derivative `Tz` in the energy and `Tt` in the parameter. -/
def HasPartials (T : 𝕜 → 𝕜 → Matrix n n 𝕜) (Tz Tt : Matrix n n 𝕜) (z₀ s₀ : 𝕜) : Prop :=
  ∀ i j, HasFDerivAt (fun p : 𝕜 × 𝕜 => T p.1 p.2 i j)
    (Tz i j • ContinuousLinearMap.fst 𝕜 𝕜 𝕜 + Tt i j • ContinuousLinearMap.snd 𝕜 𝕜 𝕜) (z₀, s₀)

/-- The derivative of the residual `T(z(s), s) r(s)` along a path of energies and vectors. -/
theorem hasDerivAt_residual {T : 𝕜 → 𝕜 → Matrix n n 𝕜} {Tz Tt : Matrix n n 𝕜}
    {z : 𝕜 → 𝕜} {r : 𝕜 → n → 𝕜} {s₀ z' : 𝕜} {r' : n → 𝕜}
    (hT : HasPartials T Tz Tt (z s₀) s₀) (hz : HasDerivAt z z' s₀) (hr : HasDerivAt r r' s₀) :
    HasDerivAt (fun s => T (z s) s *ᵥ r s)
      ((z' • Tz + Tt) *ᵥ r s₀ + T (z s₀) s₀ *ᵥ r') s₀ := by
  rw [hasDerivAt_pi]
  intro i
  -- chain rule for each matrix entry
  have hentry : ∀ j, HasDerivAt (fun s => T (z s) s i j) ((z' • Tz + Tt) i j) s₀ := by
    intro j
    have h := (hT i j).comp_hasDerivAt s₀ (hz.prodMk (hasDerivAt_id' s₀))
    exact h.congr_deriv (by simp [mul_comm])
  -- product rule for each term of the matrix-vector product
  have h : HasDerivAt (fun s => ∑ j, T (z s) s i j * r s j)
      (∑ j, ((z' • Tz + Tt) i j * r s₀ j + T (z s₀) s₀ i j * r' j)) s₀ :=
    HasDerivAt.fun_sum fun j _ => (hentry j).fun_mul (hasDerivAt_pi.1 hr j)
  exact h.congr_deriv (by rw [Finset.sum_add_distrib]; rfl)

end EnergyDependentEigenproblem
```

Messages:

```
Main.lean:26:42: error: Application type mismatch: The argument
  HasDerivAt.prodMk hz (hasDerivAt_id' s₀)
has type
  HasDerivAt (fun x => (z x, x)) (z', 1) s₀
but is expected to have type
  HasDerivAt (Prod.mk (z s₀)) ?m.100 s₀
in the application
  HasFDerivAt.comp_hasDerivAt s₀ (hT i j) (HasDerivAt.prodMk hz (hasDerivAt_id' s₀))
```

Diagnosis. The error is in the chain rule. `HasFDerivAt.comp_hasDerivAt` needs the outer function to be differentiable at `f s₀`, where `f` is the inner path, and Lean has to work out `f` for itself. From `hT i j` it knew only the point `(z s₀, s₀)`, which is `Prod.mk (z s₀)` applied to `s₀`, so it took `f` to be `Prod.mk (z s₀)`. That path holds the energy fixed at `z s₀` while the parameter moves. The next argument concerns the intended path, `fun x => (z x, x)`, and was rejected. The two paths agree at `s₀` but are different functions.

The repair states the type of `h` as a composition with `fun s => (z s, s)`, which tells Lean the path. Writing `by exact hT i j` delays that argument until the path is known, and Lean then has only to check that its value at `s₀` is `(z s₀, s₀)`. The separate `hp` is mere tidying, since it names the argument that was there before, with the type it already had.

The mended proof, as a diff:

```diff
@@ -24,5 +24,8 @@
   have hentry : ∀ j, HasDerivAt (fun s => T (z s) s i j) ((z' • Tz + Tt) i j) s₀ := by
     intro j
-    have h := (hT i j).comp_hasDerivAt s₀ (hz.prodMk (hasDerivAt_id' s₀))
+    have hp : HasDerivAt (fun s => (z s, s)) (z', (1 : 𝕜)) s₀ :=
+      hz.prodMk (hasDerivAt_id' s₀)
+    have h : HasDerivAt ((fun p : 𝕜 × 𝕜 => T p.1 p.2 i j) ∘ fun s => (z s, s)) _ s₀ :=
+      HasFDerivAt.comp_hasDerivAt s₀ (by exact hT i j) hp
     exact h.congr_deriv (by simp [mul_comm])
   -- product rule for each term of the matrix-vector product
```
